# Radial–tangential mixing weaker than the gap preserves the number of positive skeletal levels

In a Hückel-type model with orthonormal orbitals, the bonding levels of a cluster skeleton are the positive eigenvalues, when energies are measured from a common orbital energy in units of the negative resonance integral. If these levels are counted separately in the radial and tangential blocks, mixing between the blocks can push a level through zero and make the total wrong. This can't happen when both blocks keep their levels at least g from zero and the mixing stretches no vector by more than a factor b < g.

In Lean 4 with Mathlib:

```lean
import Mathlib

open Matrix

namespace SkeletalCount

noncomputable section

variable {n m k : Type*} [Fintype n] [DecidableEq n] [Fintype m] [DecidableEq m]
  [Fintype k] [DecidableEq k]

/-- The Euclidean length of a vector of orbital coefficients. -/
def len {n : Type*} [Fintype n] (x : n → ℝ) : ℝ := Real.sqrt (x ⬝ᵥ x)

/-- The number of positive eigenvalues of a real matrix, counted as roots of the characteristic
polynomial with multiplicity. -/
def numPos (A : Matrix n n ℝ) : ℕ := A.charpoly.roots.countP (fun a => 0 < a)

/-- The rows of the orthogonal matrix `W` are eigenmodes of `A` with levels `e`. -/
structure Diagonalises (W A : Matrix n n ℝ) (e : n → ℝ) : Prop where
  orth : Wᵀ * W = 1
  diag : W * A = diagonal e * W

omit [DecidableEq n] [DecidableEq m] in
/-- For a nonnegative factor, comparing lengths is the same as comparing their squares. -/
theorem len_le_iff {x : n → ℝ} {y : m → ℝ} {c : ℝ} (hc : 0 ≤ c) :
    (len y ≤ c * len x ↔ y ⬝ᵥ y ≤ c ^ 2 * (x ⬝ᵥ x)) ∧
    (c * len x ≤ len y ↔ c ^ 2 * (x ⬝ᵥ x) ≤ y ⬝ᵥ y) := by
  have ex : len x ^ 2 = x ⬝ᵥ x :=
    Real.sq_sqrt (Finset.sum_nonneg fun i _ => mul_self_nonneg (x i))
  have ey : len y ^ 2 = y ⬝ᵥ y :=
    Real.sq_sqrt (Finset.sum_nonneg fun i _ => mul_self_nonneg (y i))
  have h1 : 0 ≤ len y := Real.sqrt_nonneg _
  have h2 : 0 ≤ c * len x := mul_nonneg hc (Real.sqrt_nonneg _)
  constructor
  · rw [← sq_le_sq₀ h1 h2, mul_pow, ex, ey]
  · rw [← sq_le_sq₀ h2 h1, mul_pow, ex, ey]

/-- In eigenmodes, `x·x`, `x·Ax` and `Ax·Ax` are sums over the levels, weighted by the squared
amplitudes. -/
theorem Diagonalises.energies {W A : Matrix n n ℝ} {e : n → ℝ} (h : Diagonalises W A e)
    (x : n → ℝ) : x ⬝ᵥ x = ∑ i, (W *ᵥ x) i ^ 2 ∧
      x ⬝ᵥ (A *ᵥ x) = ∑ i, e i * (W *ᵥ x) i ^ 2 ∧
      (A *ᵥ x) ⬝ᵥ (A *ᵥ x) = ∑ i, e i ^ 2 * (W *ᵥ x) i ^ 2 := by
  have iso : ∀ y z : n → ℝ, y ⬝ᵥ z = (W *ᵥ y) ⬝ᵥ (W *ᵥ z) := fun y z => by
    rw [Matrix.dotProduct_mulVec, ← mulVec_transpose, mulVec_mulVec, h.orth, one_mulVec]
  have co : ∀ i, (W *ᵥ (A *ᵥ x)) i = e i * (W *ᵥ x) i := fun i => by
    rw [mulVec_mulVec, h.diag, ← mulVec_mulVec, mulVec_diagonal]
  refine ⟨?_, ?_, ?_⟩
  all_goals
    rw [iso]
    simp only [dotProduct, co]
    exact Finset.sum_congr rfl fun i _ => by ring

/-- Every real symmetric matrix has an orthogonal set of eigenmodes. -/
theorem exists_diagonalises {A : Matrix n n ℝ} (hA : A.IsSymm) :
    ∃ W e, Diagonalises W A e := by
  have hH : A.IsHermitian := by
    rw [Matrix.IsHermitian, conjTranspose_eq_transpose_of_trivial]
    exact hA
  refine ⟨Matrix.of fun i j => (hH.eigenvectorBasis i).ofLp j, hH.eigenvalues,
    mul_eq_one_comm.1 ?_, ?_⟩
  · refine Matrix.ext fun i j => ?_
    have h := orthonormal_iff_ite.1 hH.eigenvectorBasis.orthonormal i j
    rw [PiLp.inner_apply] at h
    rw [Matrix.mul_apply, Matrix.one_apply, ← h]
    exact Finset.sum_congr rfl fun l _ => by simp [mul_comm]
  · refine Matrix.ext fun i j => ?_
    have h := congrFun (hH.mulVec_eigenvectorBasis i) j
    simp only [mulVec, dotProduct, Pi.smul_apply, smul_eq_mul] at h
    rw [diagonal_mul, Matrix.mul_apply]
    simp only [of_apply]
    rw [← h]
    exact Finset.sum_congr rfl fun l _ => by rw [hA.apply j l, mul_comm]

/-- The positive eigenvalues can be counted in any orthogonal set of eigenmodes. -/
theorem numPos_eq_card {W A : Matrix n n ℝ} {e : n → ℝ} (h : Diagonalises W A e) :
    numPos A = Fintype.card {i // 0 < e i} := by
  have hA : A = Wᵀ * (diagonal e * W) := by
    rw [← h.diag, ← mul_assoc, h.orth, one_mul]
  have hc : A.charpoly = (diagonal e).charpoly := by
    rw [hA, charpoly_mul_comm, mul_assoc, mul_eq_one_comm.1 h.orth, mul_one]
  have hd : (diagonal e).charpoly =
      ((Finset.univ.val.map e).map fun a => Polynomial.X - Polynomial.C a).prod := by
    have hm : (diagonal e).charmatrix =
        diagonal fun i => Polynomial.X - Polynomial.C (e i) := by
      refine Matrix.ext fun i j => ?_
      by_cases hij : i = j
      · subst hij
        simp [charmatrix_apply_eq]
      · simp [hij]
    rw [Matrix.charpoly, hm, det_diagonal, Multiset.map_map]
    rfl
  rw [numPos, hc, hd, Polynomial.roots_multiset_prod_X_sub_C, Multiset.countP_map,
    Fintype.card_subtype]
  rfl

omit [DecidableEq n] in
/-- If only the zero vector has all its `W`-amplitudes in `P` and no `V`-amplitude in `Q`, then
`P` holds at most as many modes as `Q`. -/
theorem card_le_of_separated (W V : Matrix n n ℝ) (P Q : n → Prop) [DecidablePred P]
    [DecidablePred Q] (h : ∀ x : n → ℝ, (∀ i, ¬ P i → (W *ᵥ x) i = 0) →
      (∀ i, Q i → (V *ᵥ x) i = 0) → x = 0) :
    Fintype.card {i // P i} ≤ Fintype.card {i // Q i} := by
  -- the amplitudes that must vanish form an injective linear map
  let f : (n → ℝ) →ₗ[ℝ] ({i // ¬ P i} → ℝ) × ({i // Q i} → ℝ) :=
    ((LinearMap.funLeft ℝ ℝ Subtype.val).comp W.mulVecLin).prod
      ((LinearMap.funLeft ℝ ℝ Subtype.val).comp V.mulVecLin)
  have hf : Function.Injective f := (injective_iff_map_eq_zero f).2 fun x hx =>
    h x (fun i hi => congrFun (congrArg Prod.fst hx) ⟨i, hi⟩)
      (fun i hi => congrFun (congrArg Prod.snd hx) ⟨i, hi⟩)
  have hr := LinearMap.finrank_le_finrank_of_injective hf
  rw [Module.finrank_prod] at hr
  simp only [Module.finrank_fintype_fun_eq_card, Fintype.card_subtype_compl] at hr
  have hP := Fintype.card_subtype_le P
  omega

/-- If all levels of `A` lie at least `g` from zero and `x·Cx` and `x·Ax` differ by at most `b < g`
per unit squared length, then `C` has at least as many positive levels as `A`. -/
theorem card_pos_le {W V A C : Matrix n n ℝ} {e f : n → ℝ} {g b : ℝ}
    (hW : Diagonalises W A e) (hV : Diagonalises V C f) (hbg : b < g)
    (he : ∀ i, g ≤ |e i|) (hq : ∀ x : n → ℝ, |x ⬝ᵥ ((C - A) *ᵥ x)| ≤ b * (x ⬝ᵥ x)) :
    Fintype.card {i // 0 < e i} ≤ Fintype.card {i // 0 < f i} := by
  refine card_le_of_separated W V _ _ fun x hx hy => ?_
  obtain ⟨h1, h2, -⟩ := hW.energies x
  obtain ⟨-, h3, -⟩ := hV.energies x
  have lo : g * (x ⬝ᵥ x) ≤ x ⬝ᵥ (A *ᵥ x) := by
    rw [h1, h2, Finset.mul_sum]
    refine Finset.sum_le_sum fun i _ => ?_
    by_cases hi : 0 < e i
    · have hgi := he i
      rw [abs_of_pos hi] at hgi
      exact mul_le_mul_of_nonneg_right hgi (sq_nonneg _)
    · simp [hx i hi]
  have up : x ⬝ᵥ (C *ᵥ x) ≤ 0 := by
    rw [h3]
    refine Finset.sum_nonpos fun i _ => ?_
    by_cases hi : 0 < f i
    · simp [hy i hi]
    · exact mul_nonpos_of_nonpos_of_nonneg (not_lt.1 hi) (sq_nonneg _)
  have h4 := (abs_le.1 (hq x)).1
  rw [sub_mulVec, dotProduct_sub] at h4
  have h5 : 0 ≤ x ⬝ᵥ x := by rw [h1]; positivity
  exact dotProduct_self_eq_zero.1 (le_antisymm (by nlinarith) h5)

/-- If `A` and `B` are symmetric, `A` stretches every vector by at least `g` and `B` by at most
`b`, with `0 ≤ b < g`, then `A + B` is invertible and has as many positive eigenvalues as `A`. -/
theorem numPos_add_eq {A B : Matrix n n ℝ} {g b : ℝ} (hA : A.IsSymm) (hB : B.IsSymm)
    (hb : 0 ≤ b) (hbg : b < g) (hgap : ∀ x, g * len x ≤ len (A *ᵥ x))
    (hmix : ∀ x, len (B *ᵥ x) ≤ b * len x) :
    IsUnit (A + B) ∧ numPos (A + B) = numPos A := by
  have hgap' := fun x => (len_le_iff (hb.trans hbg.le)).2.1 (hgap x)
  have hmix' := fun x => (len_le_iff hb).1.1 (hmix x)
  have hnn : ∀ x : n → ℝ, 0 ≤ x ⬝ᵥ x := fun x =>
    Finset.sum_nonneg fun i _ => mul_self_nonneg (x i)
  constructor
  · -- a null vector would be stretched equally by A and B
    rw [← mulVec_injective_iff_isUnit]
    intro x y hxy
    have hz : (A + B) *ᵥ (x - y) = 0 := by
      rw [mulVec_sub]
      exact sub_eq_zero.2 hxy
    rw [add_mulVec] at hz
    have h1 := hgap' (x - y)
    rw [eq_neg_of_add_eq_zero_left hz, neg_dotProduct, dotProduct_neg, neg_neg] at h1
    have h2 := h1.trans (hmix' (x - y))
    have h3 : b ^ 2 < g ^ 2 := by nlinarith
    exact sub_eq_zero.1 (dotProduct_self_eq_zero.1 (le_antisymm (by nlinarith) (hnn _)))
  · obtain ⟨W, e, hW⟩ := exists_diagonalises hA
    obtain ⟨V, f, hV⟩ := exists_diagonalises (hA.add hB)
    have he : ∀ i, g ≤ |e i| := fun i => by
      obtain ⟨x, hx⟩ : ∃ x, W *ᵥ x = (Pi.single i 1 : n → ℝ) :=
        ⟨Wᵀ *ᵥ Pi.single i 1, by
          rw [mulVec_mulVec, mul_eq_one_comm.1 hW.orth, one_mulVec]⟩
      obtain ⟨h1, -, h3⟩ := hW.energies x
      have h := hgap' x
      rw [h1, h3, hx] at h
      have h' : g ^ 2 ≤ e i ^ 2 := by simpa [Pi.single_apply] using h
      exact (le_abs_self g).trans (sq_le_sq.1 h')
    have hq : ∀ x : n → ℝ, |x ⬝ᵥ (B *ᵥ x)| ≤ b * (x ⬝ᵥ x) := fun x => by
      have cs : (x ⬝ᵥ (B *ᵥ x)) ^ 2 ≤ (x ⬝ᵥ x) * ((B *ᵥ x) ⬝ᵥ (B *ᵥ x)) := by
        simpa only [dotProduct, sq] using
          Finset.sum_mul_sq_le_sq_mul_sq Finset.univ x (B *ᵥ x)
      refine abs_le_of_sq_le_sq ?_ (mul_nonneg hb (hnn x))
      nlinarith [mul_le_mul_of_nonneg_left (hmix' x) (hnn x)]
    -- compare the positive levels, then the negative ones
    have p := card_pos_le hW hV hbg he fun x => by
      rw [show A + B - A = B by abel]
      exact hq x
    have hW' : Diagonalises W (-A) (fun i => -e i) :=
      ⟨hW.orth, by rw [mul_neg, hW.diag, ← neg_mul, diagonal_neg]⟩
    have hV' : Diagonalises V (-(A + B)) (fun i => -f i) :=
      ⟨hV.orth, by rw [mul_neg, hV.diag, ← neg_mul, diagonal_neg]⟩
    have q := card_pos_le hW' hV' hbg (fun i => by rw [abs_neg]; exact he i) fun x => by
      rw [show -(A + B) - -A = -B by abel, neg_mulVec, dotProduct_neg, abs_neg]
      exact hq x
    have cA : ∑ _i : n, 1 ≤ Fintype.card {i // 0 < e i} + Fintype.card {i // 0 < -e i} := by
      rw [Fintype.card_subtype, Fintype.card_subtype, Finset.card_filter, Finset.card_filter,
        ← Finset.sum_add_distrib]
      refine Finset.sum_le_sum fun i _ => ?_
      have hne : e i ≠ 0 := abs_pos.1 ((hb.trans_lt hbg).trans_le (he i))
      rcases lt_or_gt_of_ne hne with h | h <;> split_ifs <;> linarith
    have cC : Fintype.card {i // 0 < f i} + Fintype.card {i // 0 < -f i} ≤ ∑ _i : n, 1 := by
      rw [Fintype.card_subtype, Fintype.card_subtype, Finset.card_filter, Finset.card_filter,
        ← Finset.sum_add_distrib]
      refine Finset.sum_le_sum fun i _ => ?_
      split_ifs <;> linarith
    rw [numPos_eq_card hW, numPos_eq_card hV]
    omega

/-- Without mixing, the positive eigenvalues of the radial and tangential blocks add up. -/
theorem numPos_fromBlocks (R : Matrix m m ℝ) (T : Matrix k k ℝ) :
    numPos (fromBlocks R 0 0 T) = numPos R + numPos T := by
  unfold numPos
  rw [charpoly_fromBlocks_zero₁₂, Polynomial.roots_mul
    (mul_ne_zero (charpoly_monic R).ne_zero (charpoly_monic T).ne_zero), Multiset.countP_add]

/-- If the symmetric radial and tangential blocks stretch every vector by at least `g`, and the
mixing block by at most `b` with `0 ≤ b < g`, then the skeletal matrix is invertible and its
number of positive eigenvalues is the radial plus the tangential one. -/
theorem skeletal_count {R : Matrix m m ℝ} {T : Matrix k k ℝ} {M : Matrix m k ℝ} {g b : ℝ}
    (hR : R.IsSymm) (hT : T.IsSymm) (hb : 0 ≤ b) (hbg : b < g)
    (gR : ∀ u, g * len u ≤ len (R *ᵥ u)) (gT : ∀ v, g * len v ≤ len (T *ᵥ v))
    (hM : ∀ v, len (M *ᵥ v) ≤ b * len v) :
    IsUnit (fromBlocks R M Mᵀ T) ∧
      numPos (fromBlocks R M Mᵀ T) = numPos R + numPos T := by
  have hg : 0 ≤ g := hb.trans hbg.le
  have hM' := fun v => (len_le_iff hb).1.1 (hM v)
  -- the transposed mixing block obeys the same bound
  have hMt : ∀ u, (Mᵀ *ᵥ u) ⬝ᵥ (Mᵀ *ᵥ u) ≤ b ^ 2 * (u ⬝ᵥ u) := fun u => by
    have e1 : (Mᵀ *ᵥ u) ⬝ᵥ (Mᵀ *ᵥ u) = u ⬝ᵥ (M *ᵥ (Mᵀ *ᵥ u)) := by
      rw [Matrix.dotProduct_mulVec u, mulVec_transpose]
    have cs : (u ⬝ᵥ (M *ᵥ (Mᵀ *ᵥ u))) ^ 2 ≤
        (u ⬝ᵥ u) * ((M *ᵥ (Mᵀ *ᵥ u)) ⬝ᵥ (M *ᵥ (Mᵀ *ᵥ u))) := by
      simpa only [dotProduct, sq] using
        Finset.sum_mul_sq_le_sq_mul_sq Finset.univ u (M *ᵥ (Mᵀ *ᵥ u))
    rw [← e1] at cs
    have hu : 0 ≤ u ⬝ᵥ u := Finset.sum_nonneg fun i _ => mul_self_nonneg (u i)
    have s := mul_le_mul_of_nonneg_left (hM' (Mᵀ *ᵥ u)) hu
    by_contra! h
    have hpos := (mul_nonneg (sq_nonneg b) hu).trans_lt h
    nlinarith [mul_lt_mul_of_pos_right h hpos]
  have hsplit : fromBlocks R M Mᵀ T = fromBlocks R 0 0 T + fromBlocks 0 M Mᵀ 0 := by
    simp [fromBlocks_add]
  have dots : ∀ (u : m → ℝ) (v : k → ℝ),
      Sum.elim u v ⬝ᵥ Sum.elim u v = u ⬝ᵥ u + v ⬝ᵥ v := fun u v => by
    simp [dotProduct]
  rw [hsplit, ← numPos_fromBlocks]
  refine numPos_add_eq (by simp [Matrix.IsSymm, fromBlocks_transpose, hR.eq, hT.eq])
    (by simp [Matrix.IsSymm, fromBlocks_transpose]) hb hbg (fun x => ?_) (fun x => ?_)
  · obtain ⟨u, v, rfl⟩ : ∃ u v, x = Sum.elim u v :=
      ⟨x ∘ Sum.inl, x ∘ Sum.inr, (Sum.elim_comp_inl_inr x).symm⟩
    refine (len_le_iff hg).2.2 ?_
    rw [fromBlocks_mulVec]
    simp only [Sum.elim_comp_inl, Sum.elim_comp_inr, zero_mulVec, add_zero, zero_add, dots]
    linarith [(len_le_iff hg).2.1 (gR u), (len_le_iff hg).2.1 (gT v)]
  · obtain ⟨u, v, rfl⟩ : ∃ u v, x = Sum.elim u v :=
      ⟨x ∘ Sum.inl, x ∘ Sum.inr, (Sum.elim_comp_inl_inr x).symm⟩
    refine (len_le_iff hb).1.2 ?_
    rw [fromBlocks_mulVec]
    simp only [Sum.elim_comp_inl, Sum.elim_comp_inr, zero_mulVec, add_zero, zero_add, dots]
    linarith [hM' v, hMt u]

/-- At `b = g = 1` the count can change: `A = 1` and `B = -1` meet both bounds, but `A` has `n`
positive eigenvalues and `A + B` has none. -/
theorem gap_sharp :
    (∀ x : n → ℝ, 1 * len x ≤ len ((1 : Matrix n n ℝ) *ᵥ x)) ∧
    (∀ x : n → ℝ, len ((-1 : Matrix n n ℝ) *ᵥ x) ≤ 1 * len x) ∧
    numPos (1 : Matrix n n ℝ) = Fintype.card n ∧
    numPos (1 + -1 : Matrix n n ℝ) = 0 := by
  have h1 : Diagonalises (1 : Matrix n n ℝ) 1 (fun _ => 1) := ⟨by simp, by simp⟩
  have h0 : Diagonalises (1 : Matrix n n ℝ) 0 (fun _ => 0) := ⟨by simp, by simp⟩
  refine ⟨fun x => by simp, fun x => by simp [len, neg_mulVec], ?_, ?_⟩
  · rw [numPos_eq_card h1]
    simp
  · rw [add_neg_cancel, numPos_eq_card h0]
    simp

end

end SkeletalCount
```

```lean
#print axioms SkeletalCount.skeletal_count
#print axioms SkeletalCount.gap_sharp
```

```
'SkeletalCount.skeletal_count' depends on axioms: [propext, Classical.choice, Quot.sound]
'SkeletalCount.gap_sharp' depends on axioms: [propext, Classical.choice, Quot.sound]
```

## Blocks, gap and mixing

In a Hückel-type one-electron model with orthonormal orbitals, the skeletal matrix has a radial block R, a tangential block T and a coupling M between them. Energies are measured from one orbital energy α, assumed to be the same for radial and tangential orbitals, in units of the negative resonance integral β, so positive eigenvalues are bonding.

`skeletal_count` assumes that R and T are real symmetric, that ‖Ru‖ ≥ g‖u‖ and ‖Tv‖ ≥ g‖v‖ for all u and v, and that ‖Mv‖ ≤ b‖v‖ with 0 ≤ b < g. It concludes that the full matrix is invertible, so there is no nonbonding level, and that its number of positive eigenvalues is that of R plus that of T. `numPos_add_eq` is the general version, for symmetric matrices A and B with the bounds g and b.

Here g is a lower bound on the distance of the block levels from zero, not the HOMO–LUMO separation, and b limits the strength of the coupling. Both bounds are assumed and have to be checked for a given cluster. They can fail: for a regular octahedron with one radial orbital per vertex, measured from that orbital's energy and coupled only to nearest neighbours, R has a threefold zero level, so no g > 0 exists and the theorem doesn't apply. `len` is the Euclidean length, and `numPos` counts positive roots of the characteristic polynomial with multiplicity. In `Diagonalises`, the eigenvectors are the rows of W, not the columns.

When the bounds hold, the result justifies counting the bonding levels of this finite model block by block. It doesn't show that the model describes a real cluster, or that the positive levels are the filled skeletal orbitals.

## Why no level crosses zero

Let A have levels eᵢ and orthonormal eigenvectors, which exist by `exists_diagonalises`, and let cᵢ = (Wx)ᵢ be the amplitudes of x. Then `Diagonalises.energies` gives

x·x = Σ cᵢ², x·Ax = Σ eᵢcᵢ², Ax·Ax = Σ eᵢ²cᵢ².

Taking x to be the i-th eigenvector turns the gap condition into eᵢ² ≥ g², so |eᵢ| ≥ g. By Cauchy–Schwarz,

|x·Bx| ≤ ‖x‖‖Bx‖ ≤ b x·x.

Now let x contain only positive modes of A and no positive mode of A+B. Then x·Ax ≥ g x·x and x·(A+B)x ≤ 0, which are `lo` and `up` in `card_pos_le`. Hence

g x·x ≤ x·Ax = x·(A+B)x − x·Bx ≤ b x·x,

and b < g forces x = 0.

Let A be an n × n matrix with p positive and q negative levels, and let A+B have p′ and q′. The conditions on x are (n − p) + p′ linear equations in n unknowns with only the zero solution, so p ≤ p′. `card_le_of_separated` expresses this as an injective linear map and compares dimensions. The same argument for −A and −B gives q ≤ q′. Since A has no zero level, p + q = n, and therefore

p′ ≤ n − q′ ≤ n − q = p.

So p′ = p. `numPos_eq_card` carries this from eigenmodes to roots of the characteristic polynomial.

For invertibility, suppose (A+B)z = 0. Then Az = −Bz, so

g‖z‖ ≤ ‖Az‖ = ‖Bz‖ ≤ b‖z‖,

and z = 0.

## From A + B to the skeletal matrix

Take A to be the block-diagonal part, with R and T, and B the off-diagonal part, with M and Mᵀ. For x = (u, v),

‖Ax‖² = ‖Ru‖² + ‖Tv‖² ≥ g²‖x‖²,
‖Bx‖² = ‖Mv‖² + ‖Mᵀu‖² ≤ b²‖x‖².

The second line needs the bound for Mᵀ, which follows from

‖Mᵀu‖² = u·M(Mᵀu) ≤ b‖u‖‖Mᵀu‖

after division by ‖Mᵀu‖ when it is nonzero; `hMt` argues by contradiction instead. The characteristic polynomial of A is the product of those of R and T, so their counts add (`numPos_fromBlocks`).

## Mixing as strong as the gap

The condition b < g can't be relaxed to b ≤ g. In `gap_sharp`, A = 1 and B = −1 satisfy the bounds with b = g = 1, yet A has n positive eigenvalues and A+B = 0 has none, so the count changes for every n ≥ 1. The block form fails too: for R = T = M = (1), the full matrix has eigenvalues 2 and 0, one positive level where the blocks predict two.
